# Stationary points of the unrestricted Hartree–Fock energy of the Hubbard dimer with real orbitals

The theorem `isStationary_iff` concerns a two-site Hubbard model with hopping −t and on-site repulsion U, both t and U positive, holding one spin-up and one spin-down electron in the real normalised orbitals (cos(a/2), sin(a/2)) and (cos(b/2), sin(b/2)). It says that both partial derivatives of the energy −t(sin a + sin b) + (U/2)(1 + cos a cos b) vanish exactly when cos a = cos b = 0, or sin a = sin b = 2t/U with cos b = −cos a, or sin a = sin b = −2t/U with cos b = cos a. For the forward direction the attempt writes k for 2t/U, turns the two stationarity conditions into k cos a + sin a cos b = 0 and k cos b + sin b cos a = 0, and splits on whether cos a is zero. For the converse it substitutes each case into the derivatives.

This version doesn't compile in Lean 4 with Mathlib:

```lean
import Mathlib

open Real

namespace HubbardDimerUHF

noncomputable section

/-- Real normalised orbital on the two sites of the dimer, with mixing angle `a / 2`. -/
def orbital (a : ℝ) : Fin 2 → ℝ := ![cos (a / 2), sin (a / 2)]

/-- UHF energy of the dimer with one spin-up electron in `orbital a` and one spin-down electron
in `orbital b`: hopping `-t` between the sites and repulsion `U` on each site. -/
def uhfEnergy (t U a b : ℝ) : ℝ :=
  -t * (2 * orbital a 0 * orbital a 1 + 2 * orbital b 0 * orbital b 1)
    + U * ∑ i, orbital a i ^ 2 * orbital b i ^ 2

/-- Both partial derivatives of the UHF energy vanish at `(a, b)`. -/
def IsStationary (t U a b : ℝ) : Prop :=
  HasDerivAt (fun x => uhfEnergy t U x b) 0 a ∧ HasDerivAt (fun y => uhfEnergy t U a y) 0 b

/-- The UHF energy as a trigonometric function of the two orbital angles. -/
theorem uhfEnergy_eq (t U a b : ℝ) :
    uhfEnergy t U a b = -t * (sin a + sin b) + U / 2 * (1 + cos a * cos b) := by
  have o0 : ∀ x, orbital x 0 = cos (x / 2) := fun _ => rfl
  have o1 : ∀ x, orbital x 1 = sin (x / 2) := fun _ => rfl
  have e : ∀ x : ℝ, 2 * (x / 2) = x := fun x => by ring
  have hs : ∀ x, sin x = 2 * sin (x / 2) * cos (x / 2) := fun x => by
    have h := Real.sin_two_mul (x / 2)
    rwa [e] at h
  have hc : ∀ x, cos x = 2 * cos (x / 2) ^ 2 - 1 := fun x => by
    have h := Real.cos_two_mul (x / 2)
    rwa [e] at h
  simp only [uhfEnergy, Fin.sum_univ_two, o0, o1]
  rw [hs a, hs b, hc a, hc b]
  linear_combination U * sin (b / 2) ^ 2 * Real.sin_sq_add_cos_sq (a / 2)
    + U * (1 - cos (a / 2) ^ 2) * Real.sin_sq_add_cos_sq (b / 2)

/-- A point is stationary exactly if both cosines vanish, or both sines are `2t/U` with opposite
cosines, or both sines are `-2t/U` with equal cosines. -/
theorem isStationary_iff {t U : ℝ} (ht : 0 < t) (hU : 0 < U) (a b : ℝ) :
    IsStationary t U a b ↔ (cos a = 0 ∧ cos b = 0) ∨
      (sin a = 2 * t / U ∧ sin b = 2 * t / U ∧ cos b = -cos a) ∨
      (sin a = -(2 * t / U) ∧ sin b = -(2 * t / U) ∧ cos b = cos a) := by
  have d : ∀ x y, HasDerivAt (fun z => uhfEnergy t U z y)
      (-(t * cos x + U / 2 * (sin x * cos y))) x := fun x y => by
    have e : (fun z => uhfEnergy t U z y) =
        fun z => -t * (sin z + sin y) + U / 2 * (1 + cos z * cos y) :=
      funext fun z => uhfEnergy_eq t U z y
    rw [e]
    exact ((((Real.hasDerivAt_sin x).add_const (sin y)).const_mul (-t)).fun_add
      ((((Real.hasDerivAt_cos x).mul_const (cos y)).const_add 1).const_mul (U / 2))).congr_deriv
        (by ring)
  have sw : (fun y => uhfEnergy t U a y) = fun y => uhfEnergy t U y a :=
    funext fun y => by rw [uhfEnergy_eq, uhfEnergy_eq]; ring
  have hk : U * (2 * t / U) = 2 * t := by field_simp
  have kpos : 0 < 2 * t / U := by positivity
  unfold IsStationary
  rw [sw]
  generalize 2 * t / U = k at hk kpos ⊢
  constructor
  · rintro ⟨h1, h2⟩
    have q1 := h1.unique (d a b)
    have q2 := h2.unique (d b a)
    have g1 : k * cos a + sin a * cos b = 0 := by
      apply mul_left_cancel₀ hU.ne'
      linear_combination cos a * hk - 2 * q1
    have g2 : k * cos b + sin b * cos a = 0 := by
      apply mul_left_cancel₀ hU.ne'
      linear_combination cos b * hk - 2 * q2
    by_cases hx : cos a = 0
    · left
      refine ⟨hx, mul_left_cancel₀ kpos.ne' ?_⟩
      linear_combination g2 - sin b * hx
    · right
      -- the two equations are compatible only if the product of the sines is k²
      have hsr : sin a * sin b = k ^ 2 := by
        apply mul_right_cancel₀ hx
        linear_combination sin a * g2 - k * g1
      have hf : (sin a - k) * (sin a + k) * (1 + k ^ 2) = 0 := by
        linear_combination (sin a * cos b - k * cos a) * g1
          - sin a ^ 2 * Real.sin_sq_add_cos_sq b + k ^ 2 * Real.sin_sq_add_cos_sq a
          + (sin a * sin b + k ^ 2) * hsr
      have hne : 1 + k ^ 2 ≠ 0 := by positivity
      rcases mul_eq_zero.1 ((mul_eq_zero.1 hf).resolve_right hne) with h | h
      · have hs : sin a = k := by linarith
        rw [hs] at hsr g1
        exact Or.inl ⟨hs, mul_left_cancel₀ kpos.ne' (by linear_combination hsr),
          mul_left_cancel₀ kpos.ne' (by linear_combination g1)⟩
      · have hs : sin a = -k := by linarith
        rw [hs] at hsr g1
        exact Or.inr ⟨hs, mul_left_cancel₀ kpos.ne' (by linear_combination -hsr),
          mul_left_cancel₀ kpos.ne' (by linear_combination -g1)⟩
  · intro h
    refine ⟨(d a b).congr_deriv ?_, (d b a).congr_deriv ?_⟩ <;>
      rcases h with ⟨x, y⟩ | ⟨s, r, y⟩ | ⟨s, r, y⟩
    · rw [x, y]; ring
    · rw [s, y]; linear_combination (cos a / 2) * hk
    · rw [s, y]; linear_combination (cos a / 2) * hk
    · rw [x, y]; ring
    · rw [r, y]; linear_combination (-(cos a) / 2) * hk
    · rw [r, y]; linear_combination (cos a / 2) * hk

end

end HubbardDimerUHF
```

The error:

```
Main.lean:67:6: error: ring failed, ring expressions not equal
t U : ℝ
ht : 0 < t
hU : 0 < U
a b : ℝ
d : ∀ (x y : ℝ), HasDerivAt (fun z => uhfEnergy t U z y) (-(t * cos x + U / 2 * (sin x * cos y))) x
sw : (fun y => uhfEnergy t U a y) = fun y => uhfEnergy t U y a
k : ℝ
hk : U * k = 2 * t
kpos : 0 < k
h1 : HasDerivAt (fun x => uhfEnergy t U x b) 0 a
h2 : HasDerivAt (fun y => uhfEnergy t U y a) 0 b
q1 : 0 = -(t * cos a + U / 2 * (sin a * cos b))
q2 : 0 = -(t * cos b + U / 2 * (sin b * cos a))
⊢ U * sin a * cos b * 2 + cos a * t * 4 = 0
Main.lean:70:6: error: ring failed, ring expressions not equal
t U : ℝ
ht : 0 < t
hU : 0 < U
a b : ℝ
d : ∀ (x y : ℝ), HasDerivAt (fun z => uhfEnergy t U z y) (-(t * cos x + U / 2 * (sin x * cos y))) x
sw : (fun y => uhfEnergy t U a y) = fun y => uhfEnergy t U y a
k : ℝ
hk : U * k = 2 * t
kpos : 0 < k
h1 : HasDerivAt (fun x => uhfEnergy t U x b) 0 a
h2 : HasDerivAt (fun y => uhfEnergy t U y a) 0 b
q1 : 0 = -(t * cos a + U / 2 * (sin a * cos b))
q2 : 0 = -(t * cos b + U / 2 * (sin b * cos a))
g1 : k * cos a + sin a * cos b = 0
⊢ U * sin b * cos a * 2 + cos b * t * 4 = 0
```

The mended proof, as a diff:

```diff
@@ -65,14 +65,13 @@
     have g1 : k * cos a + sin a * cos b = 0 := by
       apply mul_left_cancel₀ hU.ne'
-      linear_combination cos a * hk - 2 * q1
+      linear_combination cos a * hk + 2 * q1
     have g2 : k * cos b + sin b * cos a = 0 := by
       apply mul_left_cancel₀ hU.ne'
-      linear_combination cos b * hk - 2 * q2
+      linear_combination cos b * hk + 2 * q2
     by_cases hx : cos a = 0
-    · left
-      refine ⟨hx, mul_left_cancel₀ kpos.ne' ?_⟩
+    · refine Or.inl ⟨hx, mul_left_cancel₀ kpos.ne' ?_⟩
       linear_combination g2 - sin b * hx
     · right
-      -- the two equations are compatible only if the product of the sines is k²
+      -- since cos a ≠ 0, the two equations force the product of the sines to be k²
       have hsr : sin a * sin b = k ^ 2 := by
         apply mul_right_cancel₀ hx
```

What went wrong. Both errors come from a wrong sign in `linear_combination`, in the proofs of `g1` and `g2`. The tactic subtracts the left side minus the right side of the proposed combination from that of the goal, and `ring` must then show that the result is zero.

In `q1` the zero stands on the left, so its left side minus its right side is +(t cos a + (U/2) sin a cos b). Once `cos a * hk` has been used, the goal still has 2t cos a + U sin a cos b to cancel, which is twice that expression. The term `- 2 * q1` adds this amount a second time instead of removing it, leaving the 4t cos a + 2U sin a cos b shown in the first message. The second message shows the same with a and b exchanged.

Changing the terms to `+ 2 * q1` and `+ 2 * q2` makes everything cancel. The other changes, putting `Or.inl` in place of `left` and rewording a comment, are mere tidying.
